# Mode selection rule for powers of ring-polymer bead positions

Let $q_j$ be the positions of $P\ge 1$ beads on a ring, with $j$ counted modulo $P$, and let $Q_k$ be their unitary Fourier modes. For every natural number $n$,

$$\sum_j q_j^{\,n} \;=\; P^{\,1-n/2}\sum_{k_0+\dots+k_{n-1}\,\equiv\,0 \ (\mathrm{mod}\ P)} Q_{k_0}Q_{k_1}\cdots Q_{k_{n-1}} .$$

An anharmonic term of degree $n$ therefore couples only those mode tuples whose indices add up to zero modulo $P$. In path-integral simulation this describes how a polynomial potential mixes the normal modes of the free ring polymer, for finitely many beads and one coordinate per bead.

## Beads on a ring and their modes

The bead index lives in `ZMod P`, the integers modulo $P$, so that bead $P$ is bead $0$ again and the ring closes. The hypothesis `[NeZero P]` says that there is at least one bead.

```lean
import Mathlib

open Finset

namespace RingPolymerModeCoupling

noncomputable section

variable {P : ℕ} [NeZero P]
```

The modes are defined with the symmetric prefactor and a minus sign in the exponent:

$$Q_k=\frac{1}{\sqrt P}\sum_j q_j\,e^{-2\pi i jk/P}.$$

```lean
/-- The unitary normal mode `Q_k = P^(-1/2) ∑_j q_j exp(-2πi jk/P)` of the beads `q`. -/
def mode (q : ZMod P → ℂ) (k : ZMod P) : ℂ :=
  ((Real.sqrt P : ℝ) : ℂ)⁻¹ *
    ∑ j, q j * Complex.exp (-(2 * Real.pi * Complex.I * (j.val : ℂ) * (k.val : ℂ) / P))
```

In `mode q k`, the expressions `j.val` and `k.val` are the representatives between $0$ and $P-1$. The beads take complex values. Real positions are the special case that matters physically, and for them $Q_{-k}=\overline{Q_k}$.

The exponential depends on $jk$ only modulo $P$, since adding a multiple of $P$ to the product changes the phase by a multiple of $2\pi$. With $\chi(a)=e^{2\pi i a/P}$, which is well defined on the ring, the definition reads

$$Q_k=\frac{1}{\sqrt P}\sum_j q_j\,\chi(-jk).$$

```lean
/-- The normal mode written with the standard character of the ring of beads. -/
theorem mode_eq (q : ZMod P → ℂ) (k : ZMod P) :
    mode q k = ((Real.sqrt P : ℝ) : ℂ)⁻¹ * ∑ j, q j * ZMod.stdAddChar (-(j * k)) := by
  unfold mode
  congr 1
  refine Finset.sum_congr rfl fun j _ => ?_
  have h : -(j * k) = ((-((j.val : ℤ) * (k.val : ℤ)) : ℤ) : ZMod P) := by
    push_cast
    rw [ZMod.natCast_zmod_val, ZMod.natCast_zmod_val]
  rw [h, ZMod.stdAddChar_coe]
  congr 2
  push_cast
  ring
```

Mathlib's name for $\chi$ is `ZMod.stdAddChar`. The proof writes $-jk$ as the residue of an integer and evaluates the character there, which gives the explicit exponential. From here on the phases can be combined by $\chi(a+b)=\chi(a)\chi(b)$.

## Orthogonality and the powers of P

Sum a plane wave of index $k$ over all beads. If $k=0$, every term is $1$ and the sum is $P$. If $k\neq0$, then $r=\chi(k)$ differs from $1$ but satisfies $r^P=1$, so the geometric series gives

$$\sum_j\chi(jk)=\sum_{j=0}^{P-1}r^j=\frac{1-r^P}{1-r}=0 .$$

```lean
/-- A plane wave summed over all beads gives `P` for index zero and vanishes otherwise. -/
theorem sum_phase (k : ZMod P) :
    ∑ j : ZMod P, (ZMod.stdAddChar (j * k) : ℂ) = if k = 0 then (P : ℂ) else 0 := by
  rw [AddChar.sum_mulShift k (ZMod.isPrimitive_stdAddChar P)]
  split_ifs <;> simp [ZMod.card]
```

Lean takes this from a general theorem on primitive characters. Primitivity is the statement that $\chi(jk)$ is not constantly $1$ in $j$ unless $k=0$.

Write $s=1/\sqrt P$ for the prefactor of the transform. A forward and an inverse transform together contribute $s^2$, and orthogonality contributes $P$:

$$s^2P=1 .$$

```lean
omit [NeZero P] in
private lemma scale_sq (hP : P ≠ 0) :
    ((Real.sqrt P : ℝ) : ℂ)⁻¹ * ((Real.sqrt P : ℝ) : ℂ)⁻¹ * (P : ℂ) = 1 := by
  have h : ((Real.sqrt P : ℝ) : ℂ) * ((Real.sqrt P : ℝ) : ℂ) = (P : ℂ) := by
    exact_mod_cast Real.mul_self_sqrt (Nat.cast_nonneg P)
  have hP' : (P : ℂ) ≠ 0 := Nat.cast_ne_zero.mpr hP
  rw [← mul_inv, h]
  exact inv_mul_cancel₀ hP'
```

When $n$ modes are multiplied, the same count gives

$$s^nP=P^{-n/2}\,P=P^{\,1-n/2}.$$

```lean
private lemma scale_pow (n : ℕ) :
    ((Real.sqrt P : ℝ) : ℂ)⁻¹ ^ n * (P : ℂ) = (((P : ℝ) ^ (1 - (n : ℝ) / 2) : ℝ) : ℂ) := by
  have hP : (0 : ℝ) < P := Nat.cast_pos.mpr (Nat.pos_of_ne_zero (NeZero.ne P))
  have h : Real.sqrt P ^ n = (P : ℝ) ^ ((n : ℝ) / 2) := by
    rw [Real.sqrt_eq_rpow, ← Real.rpow_natCast, ← Real.rpow_mul hP.le]
    congr 1
    ring
  rw [Real.rpow_sub hP, Real.rpow_one, ← h]
  push_cast
  rw [inv_pow, div_eq_mul_inv, mul_comm]
```

The exponent is a real number, because $n/2$ is a half-integer for odd $n$. The cast in `(n : ℝ) / 2` matters: division of natural numbers would round down and give the wrong exponent for every odd $n$.

## Recovering the beads

Insert the definition of $Q_k$ into the inverse transform and exchange the two sums:

$$s\sum_kQ_k\,\chi(jk)=s^2\sum_l q_l\sum_k\chi\big(k(j-l)\big)=s^2P\,q_j=q_j .$$

The inner sum vanishes unless $l=j$, where it equals $P$.

```lean
/-- The bead positions are recovered from the normal modes by the inverse transform. -/
theorem mode_inversion (q : ZMod P → ℂ) (j : ZMod P) :
    q j = ((Real.sqrt P : ℝ) : ℂ)⁻¹ * ∑ k, mode q k * ZMod.stdAddChar (j * k) := by
  have hs := scale_sq (NeZero.ne P)
  set s : ℂ := ((Real.sqrt P : ℝ) : ℂ)⁻¹ with hsdef
  symm
  calc s * ∑ k, mode q k * ZMod.stdAddChar (j * k)
      = s * ∑ k, ∑ l, s * q l * ZMod.stdAddChar (k * (j - l)) := by
        congr 1
        refine Finset.sum_congr rfl fun k _ => ?_
        rw [mode_eq, Finset.mul_sum, Finset.sum_mul]
        refine Finset.sum_congr rfl fun l _ => ?_
        have h : k * (j - l) = -(l * k) + j * k := by ring
        rw [h, AddChar.map_add_eq_mul]
        ring
    _ = s * ∑ l, s * q l * ∑ k, ZMod.stdAddChar (k * (j - l)) := by
        rw [Finset.sum_comm]
        simp only [Finset.mul_sum]
    _ = s * (s * q j * P) := by
        -- orthogonality keeps only the bead `l = j`
        congr 1
        rw [Finset.sum_eq_single j]
        · rw [sum_phase, if_pos (sub_self j)]
        · intro l _ hl
          rw [sum_phase, if_neg (sub_ne_zero.mpr hl.symm), mul_zero]
        · simp
    _ = q j := by linear_combination q j * hs
```

The `calc` block follows these equalities. `Finset.sum_comm` exchanges the sums, `Finset.sum_eq_single j` keeps the one surviving bead, and the last line uses $s^2P=1$.

## Expanding the power

Raising the inverse transform to the power $n$ produces one factor $Q_{k_i}\chi(jk_i)$ for each $i=0,\dots,n-1$. The phases of such a product merge into a single phase that contains only the total index:

$$\prod_{i}\chi(jk_i)=\chi\Big(j\sum_i k_i\Big).$$

```lean
private lemma prod_phase {n : ℕ} (j : ZMod P) (k : Fin n → ZMod P) :
    ∏ i, (ZMod.stdAddChar (j * k i) : ℂ) = ZMod.stdAddChar (j * ∑ i, k i) := by
  have h : ∀ t : Finset (Fin n),
      ∏ i ∈ t, (ZMod.stdAddChar (j * k i) : ℂ) = ZMod.stdAddChar (j * ∑ i ∈ t, k i) := by
    intro t
    induction t using Finset.induction_on with
    | empty => simp
    | insert a t ha ih =>
      rw [Finset.prod_insert ha, Finset.sum_insert ha, ih, mul_add, AddChar.map_add_eq_mul]
  exact h Finset.univ
```

This is the addition law for $\chi$ applied repeatedly, and Lean proves it by induction on the set of factors. A mode tuple is a function `k : Fin n → ZMod P`, with `k i` in the role of $k_i$.

Now multiply $q_j^n$ by an external plane wave $\chi(-jm)$ and sum over the beads. The extra index $m$ costs nothing in the derivation and later gives the forces as well:

$$\begin{aligned}
\sum_j q_j^{\,n}\,\chi(-jm)
&=\sum_j\sum_{k_0,\dots,k_{n-1}}s^n\,Q_{k_0}\cdots Q_{k_{n-1}}\;\chi\Big(j\big(\textstyle\sum_ik_i-m\big)\Big)\\
&=\sum_{k_0,\dots,k_{n-1}}s^n\,Q_{k_0}\cdots Q_{k_{n-1}}\sum_j\chi\Big(j\big(\textstyle\sum_ik_i-m\big)\Big)\\
&=s^nP\sum_{\sum_i k_i=m}Q_{k_0}\cdots Q_{k_{n-1}} .
\end{aligned}$$

The last step is orthogonality once more: the bead sum is $P$ if the total index equals $m$, and zero otherwise.

```lean
/-- The bead sum of `q_j^n` against a plane wave of index `m` couples exactly the
mode tuples whose indices add up to `m` modulo `P`. -/
theorem sum_pow_mul_phase (q : ZMod P → ℂ) (n : ℕ) (m : ZMod P) :
    ∑ j, q j ^ n * ZMod.stdAddChar (-(j * m)) =
      (((P : ℝ) ^ (1 - (n : ℝ) / 2) : ℝ) : ℂ) *
        ∑ k : Fin n → ZMod P with (∑ i, k i) = m, ∏ i, mode q (k i) := by
  rw [← scale_pow n]
  set s : ℂ := ((Real.sqrt P : ℝ) : ℂ)⁻¹ with hsdef
  calc ∑ j, q j ^ n * ZMod.stdAddChar (-(j * m))
      = ∑ j, ∑ k : Fin n → ZMod P,
          s ^ n * (∏ i, mode q (k i)) * ZMod.stdAddChar (j * ((∑ i, k i) - m)) := by
        -- expand the power over mode tuples and merge the phases
        refine Finset.sum_congr rfl fun j _ => ?_
        rw [mode_inversion q j, mul_pow, Fintype.sum_pow, Finset.mul_sum, Finset.sum_mul]
        refine Finset.sum_congr rfl fun k _ => ?_
        rw [Finset.prod_mul_distrib, prod_phase, mul_sub, sub_eq_add_neg,
          AddChar.map_add_eq_mul]
        ring
    _ = ∑ k : Fin n → ZMod P, s ^ n * (∏ i, mode q (k i)) *
          ∑ j, ZMod.stdAddChar (j * ((∑ i, k i) - m)) := by
        rw [Finset.sum_comm]
        simp only [Finset.mul_sum]
    _ = s ^ n * P * ∑ k : Fin n → ZMod P with (∑ i, k i) = m, ∏ i, mode q (k i) := by
        -- the bead sum enforces the selection rule
        rw [Finset.sum_filter, Finset.mul_sum]
        refine Finset.sum_congr rfl fun k _ => ?_
        rw [sum_phase]
        by_cases h : (∑ i, k i) = m
        · rw [if_pos (sub_eq_zero.mpr h), if_pos h]
          ring
        · rw [if_neg (sub_ne_zero.mpr h), if_neg h, mul_zero, mul_zero]
```

The three steps of the `calc` block are the three lines above. `Fintype.sum_pow` expands the power of a sum into a sum over tuples. In the statement, `∑ k : Fin n → ZMod P with (∑ i, k i) = m` runs over all tuples that satisfy the condition. The equality is one in `ZMod P`, so it means equality modulo $P$.

## The selection rule

For $m=0$ the external phase is $1$, and the formula becomes

$$\sum_j q_j^{\,n}=P^{\,1-n/2}\sum_{\sum_ik_i=0}Q_{k_0}\cdots Q_{k_{n-1}} .$$

```lean
/-- Selection rule for anharmonic mode coupling: `∑_j q_j^n` is `P^(1-n/2)` times the sum of
`Q_(k_0) ⋯ Q_(k_(n-1))` over all mode tuples with `k_0 + ⋯ + k_(n-1) = 0` modulo `P`. -/
theorem anharmonic_selection_rule (q : ZMod P → ℂ) (n : ℕ) :
    ∑ j, q j ^ n = (((P : ℝ) ^ (1 - (n : ℝ) / 2) : ℝ) : ℂ) *
      ∑ k : Fin n → ZMod P with (∑ i, k i) = 0, ∏ i, mode q (k i) := by
  have h := sum_pow_mul_phase q n 0
  simpa only [mul_zero, neg_zero, AddChar.map_zero_eq_one, mul_one] using h
```

The theorem has no hypotheses on `q` or `n`. For $n=0$ there is a single empty tuple, with total index zero and product $1$, and both sides equal $P$. For $n=2$ the condition forces $k_1=-k_0$, and the rule becomes $\sum_jq_j^2=\sum_kQ_kQ_{-k}$, which for real beads is Parseval's identity.

The condition modulo $P$ is easily misread as a condition on ordinary integers. Take $P=3$ and the real configuration $q_j=\cos(2\pi j/3)$. Its modes are $Q_0=0$ and $Q_1=Q_{-1}=\sqrt3/2$, and the cubic bead sum is $1-\tfrac18-\tfrac18=\tfrac34$. With the labels $-1,0,1$, no triple of nonzero modes adds up to zero as integers, so the misread rule would give $0$. Modulo $3$, the triples $(1,1,1)$ and $(-1,-1,-1)$ are allowed, and they contribute $3^{-1/2}\,(Q_1^3+Q_{-1}^3)=\tfrac34$. These are the analogue of umklapp terms for phonons in a crystal.

## Modes of an anharmonic force

A potential term proportional to $q^{n+1}$ gives a force proportional to $q^n$ on each bead. The equations of motion of the normal modes contain the modes of that force, and these carry one more factor $s$ than the bead sum with external phase:

$$\frac{1}{\sqrt P}\sum_jq_j^{\,n}\,\chi(-jm)=s^{n+1}P\sum_{\sum_ik_i=m}Q_{k_0}\cdots Q_{k_{n-1}}=P^{(1-n)/2}\sum_{\sum_ik_i=m}Q_{k_0}\cdots Q_{k_{n-1}} .$$

```lean
/-- The `m`-th normal mode of the bead function `q_j^n` is `P^((1-n)/2)` times the sum of `Q_(k_0) ⋯
Q_(k_(n-1))` over all mode tuples with `k_0 + ⋯ + k_(n-1) = m` modulo `P`. -/
theorem mode_of_power (q : ZMod P → ℂ) (n : ℕ) (m : ZMod P) :
    mode (fun j => q j ^ n) m = (((P : ℝ) ^ ((1 - (n : ℝ)) / 2) : ℝ) : ℂ) *
      ∑ k : Fin n → ZMod P with (∑ i, k i) = m, ∏ i, mode q (k i) := by
  have he : (1 - (n : ℝ)) / 2 = 1 - ((n + 1 : ℕ) : ℝ) / 2 := by
    push_cast
    ring
  rw [mode_eq, sum_pow_mul_phase, he, ← scale_pow n, ← scale_pow (n + 1)]
  ring
```

The proof rewrites the exponent as $(1-n)/2=1-(n+1)/2$, so that the earlier power count applies with $n+1$ in place of $n$. For $n=1$ the prefactor is $1$ and the only tuple is $k_0=m$: a harmonic force does not mix modes.

In a simulation code the right-hand side is rarely a sensible way to compute the force. It contains $P^{n-1}$ tuples for each $m$ when $n\ge1$, whereas one can transform back to the beads, evaluate the force there and transform forward again, at a cost of order $P\log P$ with a fast Fourier transform. The identity is useful for testing such a routine on a small ring, provided that the normalisation is matched. Many FFT routines leave out the forward prefactor and return $A_k=\sqrt P\,Q_k$. In terms of these amplitudes the prefactor of the selection rule is $P^{1-n}$ instead of $P^{1-n/2}$. Codes that use real sine and cosine modes need a further change of basis before the rule can be applied.

## Polynomial potentials

Let $V(x)=\sum_nc_nx^n$ be a polynomial potential. Summing over the beads and applying the selection rule to each power gives

$$\sum_jV(q_j)=\sum_{n=0}^{\deg V}c_n\,P^{\,1-n/2}\sum_{\sum_ik_i=0}Q_{k_0}\cdots Q_{k_{n-1}} .$$

```lean
/-- A polynomial potential summed over the beads, expanded in products of normal modes
whose indices add up to zero modulo `P`. -/
theorem potential_in_modes (V : Polynomial ℂ) (q : ZMod P → ℂ) :
    ∑ j, V.eval (q j) = ∑ n ∈ range (V.natDegree + 1),
      V.coeff n * ((((P : ℝ) ^ (1 - (n : ℝ) / 2) : ℝ) : ℂ) *
        ∑ k : Fin n → ZMod P with (∑ i, k i) = 0, ∏ i, mode q (k i)) := by
  simp only [Polynomial.eval_eq_sum_range]
  rw [Finset.sum_comm]
  refine Finset.sum_congr rfl fun n _ => ?_
  rw [← Finset.mul_sum, anharmonic_selection_rule]
```

Here `V.coeff n` is $c_n$, and `range (V.natDegree + 1)` lets $n$ run from $0$ to the degree. The coefficients may be complex, which includes every real polynomial. The theorem concerns the plain bead sum of the potential. Any factor such as $1/P$ that a given ring-polymer Hamiltonian puts in front has to be added on both sides, and the spring energy between neighbouring beads does not enter. Potentials that are not polynomials, and the limit $P\to\infty$, are not covered.

## The cubic term as a free double sum

For $n=3$ the selection rule fixes the third index, $k_2=-k_0-k_1$, and the prefactor is $s^3P=s$. Naming the two free indices $k$ and $l$ gives

$$\sum_jq_j^{\,3}=\frac{1}{\sqrt P}\sum_{k,l}Q_k\,Q_l\,Q_{-k-l} .$$

```lean
/-- The cubic bead sum is `P^(-1/2)` times the double sum of `Q_k Q_l Q_(-k-l)`. -/
theorem cubic_coupling (q : ZMod P → ℂ) :
    ∑ j, q j ^ 3 = ((Real.sqrt P : ℝ) : ℂ)⁻¹ *
      ∑ p : ZMod P × ZMod P, mode q p.1 * mode q p.2 * mode q (-p.1 - p.2) := by
  have hs := scale_sq (NeZero.ne P)
  have h3 : ((Real.sqrt P : ℝ) : ℂ)⁻¹ ^ 3 * (P : ℂ) = ((Real.sqrt P : ℝ) : ℂ)⁻¹ := by
    linear_combination ((Real.sqrt P : ℝ) : ℂ)⁻¹ * hs
  rw [anharmonic_selection_rule, ← scale_pow 3, h3]
  congr 1
  -- the selection rule fixes the third index
  have hk : ∀ k : Fin 3 → ZMod P, (∑ i, k i) = 0 → -k 0 - k 1 = k 2 := by
    intro k h
    rw [Fin.sum_univ_three] at h
    linear_combination -h
  refine Finset.sum_bij' (fun k _ => (k 0, k 1)) (fun p _ => ![p.1, p.2, -p.1 - p.2])
    ?_ ?_ ?_ ?_ ?_
  · intro k _
    exact Finset.mem_univ _
  · intro p _
    rw [Finset.mem_filter]
    refine ⟨Finset.mem_univ _, ?_⟩
    rw [Fin.sum_univ_three]
    change p.1 + p.2 + (-p.1 - p.2) = 0
    ring
  · intro k h
    funext i
    fin_cases i
    · rfl
    · rfl
    · exact hk k (Finset.mem_filter.mp h).2
  · intro p _
    rfl
  · intro k h
    rw [Fin.prod_univ_three]
    change _ = mode q (k 0) * mode q (k 1) * mode q (-k 0 - k 1)
    rw [hk k (Finset.mem_filter.mp h).2]

end

end RingPolymerModeCoupling
```

The Lean proof makes the relabelling explicit as a bijection. A triple with total index zero is sent to its first two entries, and a pair `p` is sent back to the triple `![p.1, p.2, -p.1 - p.2]`. The goals after `Finset.sum_bij'` check that both maps land in the right set, that they are inverse to each other, and that the summands agree. The pairs range over the whole of `ZMod P × ZMod P`, so the double sum has $P^2$ terms, and the negative index $-k-l$ is again read modulo $P$.

```lean
#print axioms RingPolymerModeCoupling.anharmonic_selection_rule
#print axioms RingPolymerModeCoupling.mode_of_power
#print axioms RingPolymerModeCoupling.potential_in_modes
#print axioms RingPolymerModeCoupling.cubic_coupling
```

```
'RingPolymerModeCoupling.anharmonic_selection_rule' depends on axioms: [propext, Classical.choice, Quot.sound]
'RingPolymerModeCoupling.mode_of_power' depends on axioms: [propext, Classical.choice, Quot.sound]
'RingPolymerModeCoupling.potential_in_modes' depends on axioms: [propext, Classical.choice, Quot.sound]
'RingPolymerModeCoupling.cubic_coupling' depends on axioms: [propext, Classical.choice, Quot.sound]
```
